# An exact residual for starts extrapolated from equally spaced solutions of (A0 + tA1)x = b

When a response is computed over a grid of frequencies, each new iterative linear solve needs a starting vector, and the solutions at earlier grid points can supply one. The latest solution can be reused, or several can be extrapolated. For a finite matrix that is affine in the parameter, with a fixed right-hand side, the residual of either start has a closed form.

One example is the Sternheimer equation for one occupied orbital of energy ε, under a fixed perturbing potential and in a finite orthonormal basis of the unoccupied subspace. There, in atomic units, t is the frequency, A0 = H − ε and A1 = −1, where H is the matrix of the unperturbed Hamiltonian in that basis. If the potential is updated self-consistently at each frequency, b changes and the formulas below do not apply as they stand.

## From two stored solutions to n + 1

Let A(t) = A0 + tA1, and let x(0) and x(h) solve A(t)x(t) = b at t = 0 and t = h. Since A(2h) = A(h) + hA1, reusing x(h) at 2h leaves

b − A(2h)x(h) = −hA1 x(h).

For the start 2x(h) − x(0), use also A(2h)x(0) = b + 2hA1 x(0):

b − A(2h)(2x(h) − x(0)) = b − 2(b + hA1 x(h)) + b + 2hA1 x(0) = 2hA1(x(0) − x(h)).

If A(h) is invertible, applying its inverse to A(h)x(0) = b + hA1 x(0) gives x(0) − x(h) = hA(h)⁻¹A1 x(0). The residual is therefore

2h² A1 A(h)⁻¹ A1 x(0).

For more stored solutions, let A(jh)x_j = b and define forward differences and extrapolated starts by

Δ⁰x_k = x_k,  Δⁿ⁺¹x_k = Δⁿx_{k+1} − Δⁿx_k,

E(0,k) = 0,  E(n+1,k) = E(n,k+1) + Δⁿx_k.

E(n,k) predicts node k+n from the n solutions beginning at node k. Thus E(1,k) = x_k and E(2,k) = 2x_{k+1} − x_k.

The differences obey

A((k+n+1)h) Δⁿ⁺¹x_k = −(n+1)h A1 Δⁿx_k.  (1)

For n = 0 the left side is b − (b + hA1 x_k) = −hA1 x_k. If (1) holds for n and every k, then moving the operator one node further gives

A((k+n+2)h) Δⁿ⁺¹x_k = −(n+1)h A1 Δⁿx_k + hA1 Δⁿ⁺¹x_k.  (2)

Subtract this from (1) taken at k+1:

A((k+n+2)h) Δⁿ⁺²x_k = −(n+1)h A1(Δⁿx_{k+1} − Δⁿx_k) − hA1 Δⁿ⁺¹x_k = −(n+2)h A1 Δⁿ⁺¹x_k.

The residual satisfies a matching identity:

b − A((k+n+1)h) E(n+1,k) = −(n+1)h A1 Δⁿx_k.  (3)

For n = 0 this is reuse. For the next n, E(n+2,k) = E(n+1,k+1) + Δⁿ⁺¹x_k, so the new residual is (3) at k+1 minus (2). The same cancellation yields −(n+2)h A1 Δⁿ⁺¹x_k.

Now set k = 0 and suppose that A(h), …, A(nh) are invertible, so that the operators in (1) can be inverted up to node n. With R_0 = x_0 and R_{n+1} = A((n+1)h)⁻¹A1 R_n, repeated substitution gives Δⁿx_0 = (−h)ⁿ n! R_n, and (3) becomes

b − A((n+1)h) E(n+1,0) = (−h)ⁿ⁺¹ (n+1)! A1 R_n.

If A0 is invertible, R_n tends to (A0⁻¹A1)ⁿA0⁻¹b as h → 0. The residual is then O(hⁿ⁺¹), and of exactly that order when A1 times this limit is nonzero. At a fixed step, a longer history need not give a smaller residual. For a single basis function with A0 = a, A1 = −1 and b ≠ 0, where a and a − h are nonzero, the two starts at 2h leave hb/(a − h) and 2h²b/(a(a − h)). The extrapolated start is then worse than reuse when |h| > |a|/2.

## Operators, differences and starts in Lean

```lean
import Mathlib

open Matrix Filter Topology

namespace ExtrapolatedStart

noncomputable section

variable {ι : Type*} [Fintype ι]
```

The finite type `ι` labels the basis functions. Matrices and parameters are complex, and neither Hermiticity nor a real frequency is assumed.

```lean
/-- The linear-response operator `A(t) = A0 + t A1`, affine in the parameter `t`. -/
def system (A0 A1 : Matrix ι ι ℂ) (t : ℂ) : Matrix ι ι ℂ := A0 + t • A1
```

`system A0 A1 t` is A(t).

```lean
/-- The `n`-th forward difference of the stored vectors, starting at node `k`. -/
def difference (x : ℕ → ι → ℂ) : ℕ → ℕ → ι → ℂ
  | 0, k => x k
  | n + 1, k => difference x n (k + 1) - difference x n k
```

`difference x n k` is Δⁿx_k, where `x` assigns a vector to each node number.

```lean
/-- The starting vector for node `k + n`, extrapolated by Newton differences from the
`n` stored vectors at nodes `k, ..., k + n - 1`; it is zero if nothing is stored. -/
def extrapolate (x : ℕ → ι → ℂ) : ℕ → ℕ → ι → ℂ
  | 0, _ => 0
  | n + 1, k => extrapolate x n (k + 1) + difference x n k
```

`extrapolate x n k` is E(n,k).

## Two inductions over the stored nodes

```lean
variable {A0 A1 : Matrix ι ι ℂ} {b : ι → ℂ} {h : ℂ} {x : ℕ → ι → ℂ} {m : ℕ}

/-- Advancing the parameter by one step `h` adds `h A1` to the operator. -/
theorem system_succ_mulVec (A0 A1 : Matrix ι ι ℂ) (h : ℂ) (j : ℕ) (v : ι → ℂ) :
    system A0 A1 (((j + 1 : ℕ) : ℂ) * h) *ᵥ v
      = system A0 A1 ((j : ℂ) * h) *ᵥ v + h • (A1 *ᵥ v) := by
  simp only [system, Matrix.add_mulVec, Matrix.smul_mulVec]
  push_cast
  module
```

This is the shift A((j+1)h) = A(jh) + hA1, applied to a vector.

```lean
/-- If the stored vectors solve `A(jh) x_j = b` up to node `m`, the operator at the last node
of a difference turns it into a multiple of `h A1` acting on the difference one order lower. -/
theorem system_mulVec_difference
    (hx : ∀ j ≤ m, system A0 A1 ((j : ℂ) * h) *ᵥ x j = b) (n k : ℕ) (hk : k + n + 1 ≤ m) :
    system A0 A1 (((k + n + 1 : ℕ) : ℂ) * h) *ᵥ difference x (n + 1) k
      = (-(((n + 1 : ℕ) : ℂ) * h)) • (A1 *ᵥ difference x n k) := by
  induction n generalizing k with
  | zero =>
    have e1 := hx (k + 1) (by omega)
    have s := system_succ_mulVec A0 A1 h k (x k)
    rw [hx k (by omega)] at s
    change system A0 A1 (((k + 1 : ℕ) : ℂ) * h) *ᵥ (x (k + 1) - x k)
      = (-(((0 + 1 : ℕ) : ℂ) * h)) • (A1 *ᵥ x k)
    rw [Matrix.mulVec_sub, e1, s]
    push_cast
    module
  | succ n ih =>
    have a := ih (k + 1) (by omega)
    rw [show k + 1 + n + 1 = k + (n + 1) + 1 by omega] at a
    have s := system_succ_mulVec A0 A1 h (k + n + 1) (difference x (n + 1) k)
    rw [ih k (by omega), show k + n + 1 + 1 = k + (n + 1) + 1 by omega] at s
    have d : difference x (n + 1 + 1) k
      = difference x (n + 1) (k + 1) - difference x (n + 1) k := rfl
    have e : A1 *ᵥ difference x (n + 1) k
      = A1 *ᵥ difference x n (k + 1) - A1 *ᵥ difference x n k := Matrix.mulVec_sub _ _ _
    rw [d, Matrix.mulVec_sub, a, s, e]
    push_cast
    module
```

This is equation (1). The hypothesis `hx` says that the vectors up to node `m` solve their equations exactly; it stands for fully converged earlier solves. In the successor case, `a` is (1) at k+1 and `s` is (2). The final `module` collects the coefficients of the vectors.

The device that carries this argument is `induction n generalizing k`. With k held fixed, the induction hypothesis would speak only of differences starting at that node, but Δⁿ⁺²x_k also contains one starting at k+1. Generalizing makes the hypothesis a statement about every starting node, so the proof can call both `ih (k + 1)` and `ih k`. Each call must show that its nodes lie within the stored range, which `omega` does.

```lean
/-- If the stored vectors solve their equations, the residual of the extrapolated start at the
next node is a multiple of `h A1` acting on the highest difference of the stored solutions. -/
theorem residual_eq_difference
    (hx : ∀ j ≤ m, system A0 A1 ((j : ℂ) * h) *ᵥ x j = b) (n k : ℕ) (hk : k + n ≤ m) :
    b - system A0 A1 (((k + n + 1 : ℕ) : ℂ) * h) *ᵥ extrapolate x (n + 1) k
      = (-(((n + 1 : ℕ) : ℂ) * h)) • (A1 *ᵥ difference x n k) := by
  induction n generalizing k with
  | zero =>
    have s := system_succ_mulVec A0 A1 h k (x k)
    rw [hx k (by omega)] at s
    change b - system A0 A1 (((k + 1 : ℕ) : ℂ) * h) *ᵥ (0 + x k)
      = (-(((0 + 1 : ℕ) : ℂ) * h)) • (A1 *ᵥ x k)
    rw [zero_add (x k), s]
    push_cast
    module
  | succ n ih =>
    have a := ih (k + 1) (by omega)
    rw [show k + 1 + n + 1 = k + (n + 1) + 1 by omega] at a
    have s := system_succ_mulVec A0 A1 h (k + n + 1) (difference x (n + 1) k)
    rw [system_mulVec_difference hx n k (by omega),
      show k + n + 1 + 1 = k + (n + 1) + 1 by omega] at s
    have d : extrapolate x (n + 1 + 1) k
      = extrapolate x (n + 1) (k + 1) + difference x (n + 1) k := rfl
    have e : A1 *ᵥ difference x (n + 1) k
      = A1 *ᵥ difference x n (k + 1) - A1 *ᵥ difference x n k := Matrix.mulVec_sub _ _ _
    rw [d, Matrix.mulVec_add, ← sub_sub, a, s, e]
    push_cast
    module
```

Equation (3) follows by the same pattern, with the previous lemma and the one-step shift together supplying (2). Neither induction uses an inverse.

## The response chain and the residual

```lean
variable [DecidableEq ι]

/-- The chain `A(nh)⁻¹ A1 ... A(h)⁻¹ A1 v`, meant for `A(h), ..., A(nh)` invertible. -/
def response (A0 A1 : Matrix ι ι ℂ) (h : ℂ) (v : ι → ℂ) : ℕ → ι → ℂ
  | 0 => v
  | n + 1 => (system A0 A1 (((n + 1 : ℕ) : ℂ) * h))⁻¹ *ᵥ (A1 *ᵥ response A0 A1 h v n)
```

`response A0 A1 h v n` is R_n started from `v`.

```lean
/-- For stored solutions and invertible `A(h), ..., A(mh)`, the `n`-th difference at node `0`, with
`n ≤ m`, is `(-h)^n n!` times the response chain started from `x_0`. -/
theorem difference_eq_response
    (hx : ∀ j ≤ m, system A0 A1 ((j : ℂ) * h) *ᵥ x j = b)
    (hdet : ∀ j : ℕ, 1 ≤ j → j ≤ m → (system A0 A1 ((j : ℂ) * h)).det ≠ 0)
    (n : ℕ) (hn : n ≤ m) :
    difference x n 0 = ((-h) ^ n * (n.factorial : ℂ)) • response A0 A1 h (x 0) n := by
  induction n with
  | zero => simp [difference, response]
  | succ n ih =>
    have hd := isUnit_iff_ne_zero.2 (hdet (n + 1) (by omega) hn)
    have t := system_mulVec_difference hx n 0 (by omega)
    rw [Nat.zero_add, ih (by omega)] at t
    -- undo the operator at the last node
    have inv : difference x (n + 1) 0 = (system A0 A1 (((n + 1 : ℕ) : ℂ) * h))⁻¹ *ᵥ
        (system A0 A1 (((n + 1 : ℕ) : ℂ) * h) *ᵥ difference x (n + 1) 0) := by
      rw [Matrix.mulVec_mulVec, Matrix.nonsing_inv_mul _ hd, Matrix.one_mulVec]
    have r : response A0 A1 h (x 0) (n + 1) = (system A0 A1 (((n + 1 : ℕ) : ℂ) * h))⁻¹ *ᵥ
        (A1 *ᵥ response A0 A1 h (x 0) n) := rfl
    rw [inv, t, r]
    simp only [Matrix.mulVec_smul, smul_smul]
    congr 1
    rw [Nat.factorial_succ]
    push_cast
    ring
```

Here `hdet` requires nonzero determinants at h, …, mh. The proof inserts A⁻¹A in front of the difference, applies (1), and gathers the scalars into the factorial.

```lean
/-- Extrapolating from `n + 1` stored solutions, with `A(h), ..., A(nh)` invertible, leaves at
the next node the residual `(-h)^(n+1) (n+1)! A1 A(nh)⁻¹ A1 ... A(h)⁻¹ A1 x_0`. -/
theorem extrapolation_residual (n : ℕ)
    (hx : ∀ j ≤ n, system A0 A1 ((j : ℂ) * h) *ᵥ x j = b)
    (hdet : ∀ j : ℕ, 1 ≤ j → j ≤ n → (system A0 A1 ((j : ℂ) * h)).det ≠ 0) :
    b - system A0 A1 (((n + 1 : ℕ) : ℂ) * h) *ᵥ extrapolate x (n + 1) 0
      = ((-h) ^ (n + 1) * ((n + 1).factorial : ℂ)) •
        (A1 *ᵥ response A0 A1 h (x 0) n) := by
  have t := residual_eq_difference hx n 0 (by omega)
  rw [Nat.zero_add, difference_eq_response hx hdet n le_rfl] at t
  rw [t, Matrix.mulVec_smul, smul_smul]
  congr 1
  rw [Nat.factorial_succ]
  push_cast
  ring
```

This is the general residual formula. It needs invertibility only at h, …, nh, so for n = 0 there is no such condition. The matrix at the new node may be singular.

```lean
omit [DecidableEq ι] in
/-- Reusing the solution at `h` as the start at `2h` leaves the residual `-h A1 x(h)`. -/
theorem reuse_residual {xh : ι → ℂ} (hh : system A0 A1 h *ᵥ xh = b) :
    b - system A0 A1 (2 * h) *ᵥ xh = (-h) • (A1 *ᵥ xh) := by
  rw [← hh]
  simp only [system, Matrix.add_mulVec, Matrix.smul_mulVec]
  module

/-- If `A(h)` is invertible, the start `2 x(h) - x(0)` built from the solutions at `0` and `h`
leaves at `2h` the residual `2 h² A1 A(h)⁻¹ A1 x(0)`. -/
theorem linear_start_residual {x0 xh : ι → ℂ} (h0 : A0 *ᵥ x0 = b)
    (hh : system A0 A1 h *ᵥ xh = b) (hdet : (system A0 A1 h).det ≠ 0) :
    b - system A0 A1 (2 * h) *ᵥ ((2 : ℂ) • xh - x0)
      = (2 * h ^ 2) • (A1 *ᵥ ((system A0 A1 h)⁻¹ *ᵥ (A1 *ᵥ x0))) := by
  have inv : ∀ v, (system A0 A1 h)⁻¹ *ᵥ (system A0 A1 h *ᵥ v) = v := fun v => by
    rw [Matrix.mulVec_mulVec, Matrix.nonsing_inv_mul _ (isUnit_iff_ne_zero.2 hdet),
      Matrix.one_mulVec]
  have shift : ∀ t : ℂ, system A0 A1 t *ᵥ x0 = b + t • (A1 *ᵥ x0) := fun t => by
    rw [← h0]
    simp only [system, Matrix.add_mulVec, Matrix.smul_mulVec]
  -- exactly, `x(0) - x(h) = h A(h)⁻¹ A1 x(0)`
  have i0 := inv x0
  have i1 := inv xh
  rw [hh] at i1
  rw [shift, Matrix.mulVec_add, Matrix.mulVec_smul, i1] at i0
  have j := congrArg (fun v => A1 *ᵥ v) i0
  simp only [Matrix.mulVec_add, Matrix.mulVec_smul] at j
  have r := reuse_residual hh
  have g := shift (2 * h)
  rw [Matrix.mulVec_sub, Matrix.mulVec_smul]
  linear_combination (norm := module) (2 : ℂ) • r + g - (2 * h) • j
```

These are the two residuals at 2h, proved directly. In the second, `j` is A1 applied to the relation between x(0) and x(h), and `linear_combination` adds the equations with the weights used by hand.

## The order in h

```lean
/-- For invertible `A0`, the response chain tends to `(A0⁻¹ A1)^n v` as the step vanishes. -/
theorem response_tendsto (hA0 : A0.det ≠ 0) (v : ι → ℂ) (n : ℕ) :
    Tendsto (fun h : ℂ => response A0 A1 h v n) (𝓝 0) (𝓝 ((A0⁻¹ * A1) ^ n *ᵥ v)) := by
  have mv : Continuous fun p : Matrix ι ι ℂ × (ι → ℂ) => p.1 *ᵥ p.2 :=
    continuous_fst.matrix_mulVec continuous_snd
  induction n with
  | zero => simp [response]
  | succ n ih =>
    have hs : Continuous fun h : ℂ => system A0 A1 (((n + 1 : ℕ) : ℂ) * h) :=
      continuous_const.add ((continuous_const.mul continuous_id).smul continuous_const)
    have z : system A0 A1 (((n + 1 : ℕ) : ℂ) * 0) = A0 := by simp [system]
    -- the inverse is continuous where the determinant does not vanish
    have ca : ContinuousAt (fun h : ℂ => (system A0 A1 (((n + 1 : ℕ) : ℂ) * h))⁻¹) 0 := by
      simp only [Matrix.inv_def, Ring.inverse_eq_inv']
      exact (hs.matrix_det.continuousAt.inv₀ (by rw [z]; exact hA0)).smul
        hs.matrix_adjugate.continuousAt
    have ti := ca.tendsto
    rw [z] at ti
    have ta := (mv.tendsto (A1, (A0⁻¹ * A1) ^ n *ᵥ v)).comp
      (tendsto_const_nhds.prodMk_nhds ih)
    have tt := (mv.tendsto (A0⁻¹, A1 *ᵥ ((A0⁻¹ * A1) ^ n *ᵥ v))).comp (ti.prodMk_nhds ta)
    rw [pow_succ', ← Matrix.mulVec_mulVec, ← Matrix.mulVec_mulVec]
    exact tt
```

The chain converges by induction, because the matrix inverse is continuous at A0 when det A0 ≠ 0.

```lean
/-- For invertible `A0`, the residual left by extrapolating `n + 1` exact solutions, divided by
`h^(n+1)`, tends to `(-1)^(n+1) (n+1)! A1 (A0⁻¹ A1)^n A0⁻¹ b` as `h` tends to zero. -/
theorem extrapolation_order (hA0 : A0.det ≠ 0) (n : ℕ) :
    Tendsto (fun h : ℂ => (h ^ (n + 1))⁻¹ •
      (b - system A0 A1 (((n + 1 : ℕ) : ℂ) * h) *ᵥ
        extrapolate (fun j : ℕ => (system A0 A1 ((j : ℂ) * h))⁻¹ *ᵥ b) (n + 1) 0))
      (𝓝[≠] 0) (𝓝 (((-1) ^ (n + 1) * ((n + 1).factorial : ℂ)) •
        (A1 *ᵥ ((A0⁻¹ * A1) ^ n *ᵥ (A0⁻¹ *ᵥ b))))) := by
  have mc : Continuous fun v : ι → ℂ => A1 *ᵥ v :=
    continuous_const.matrix_mulVec continuous_id
  have lim := (((mc.tendsto _).comp (response_tendsto (A1 := A1) hA0 (A0⁻¹ *ᵥ b) n)).const_smul
    ((-1) ^ (n + 1) * ((n + 1).factorial : ℂ))).mono_left
      (nhdsWithin_le_nhds (s := {(0 : ℂ)}ᶜ))
  refine Tendsto.congr' ?_ lim
  -- all operators at the stored nodes are invertible for small steps
  have ev : ∀ᶠ h : ℂ in 𝓝[≠] 0, ∀ j ∈ Finset.range (n + 1),
      (system A0 A1 ((j : ℂ) * h)).det ≠ 0 := by
    refine (Filter.eventually_all_finset _).2 fun j _ => ?_
    have hs : Continuous fun h : ℂ => system A0 A1 ((j : ℂ) * h) :=
      continuous_const.add ((continuous_const.mul continuous_id).smul continuous_const)
    exact (hs.matrix_det.continuousAt.eventually_ne
      (by simpa [system] using hA0)).filter_mono nhdsWithin_le_nhds
  filter_upwards [ev, self_mem_nhdsWithin] with h hd hne
  have hp : h ^ (n + 1) ≠ 0 := pow_ne_zero _ hne
  have t := extrapolation_residual (A0 := A0) (A1 := A1) (b := b) (h := h)
    (x := fun j : ℕ => (system A0 A1 ((j : ℂ) * h))⁻¹ *ᵥ b) n
    (fun j hj => by
      have hu := isUnit_iff_ne_zero.2 (hd j (Finset.mem_range.2 (by omega)))
      rw [Matrix.mulVec_mulVec, Matrix.mul_nonsing_inv _ hu, Matrix.one_mulVec])
    (fun j _ hj => hd j (Finset.mem_range.2 (by omega)))
  have z : system A0 A1 (((0 : ℕ) : ℂ) * h) = A0 := by simp [system]
  have aux : ∀ p s f : ℂ, p ≠ 0 → p⁻¹ * (s * p * f) = s * f := by
    intro p s f hp
    field_simp
  rw [t, smul_smul, neg_pow h, aux _ _ _ hp, z]
  rfl

end

end ExtrapolatedStart
```

The stored vectors are now A(jh)⁻¹b. For small h the determinants at all stored nodes are nonzero, so the exact formula applies; dividing by hⁿ⁺¹ leaves the convergent chain. The filter `𝓝[≠] 0` means that h approaches zero through nonzero complex values. The theorem concerns the starting residual and gives no count of solver iterations.

```lean
#print axioms ExtrapolatedStart.linear_start_residual
#print axioms ExtrapolatedStart.extrapolation_order
```

```
'ExtrapolatedStart.linear_start_residual' depends on axioms: [propext, Classical.choice, Quot.sound]
'ExtrapolatedStart.extrapolation_order' depends on axioms: [propext, Classical.choice, Quot.sound]
```
